# Differentiable spin potentials that come from an energy density have equal cross derivatives

Let an energy density E(a, b) depend on two spin densities, and let its partial derivatives with respect to a and b be the potentials va and vb. The lemma `IsEnergyDensity.cross_eq` says that if both potentials are differentiable, then ∂va/∂b = ∂vb/∂a at every point. Here E, va and vb are ordinary real functions of two real numbers, differentiable on the whole plane, and the densities are not required to be non-negative. The proof differentiates the form va da + vb db, which is the first derivative of E, and then uses the symmetry of the second derivative.

As first written in Lean, the proof fails:

```lean
import Mathlib

open MeasureTheory Set

namespace CrossEq

noncomputable section

/-- The differential form `va da + vb db` at the pair of spin densities `p = (a, b)`. -/
def potentialForm (va vb : ℝ × ℝ → ℝ) (p : ℝ × ℝ) : ℝ × ℝ →L[ℝ] ℝ :=
  va p • ContinuousLinearMap.fst ℝ ℝ ℝ + vb p • ContinuousLinearMap.snd ℝ ℝ ℝ

/-- `E` is a differentiable energy density whose partial derivatives with respect to the two
spin densities are the potentials `va` and `vb`. -/
def IsEnergyDensity (E va vb : ℝ × ℝ → ℝ) : Prop :=
  Differentiable ℝ E ∧ ∀ p, fderiv ℝ E p (1, 0) = va p ∧ fderiv ℝ E p (0, 1) = vb p

/-- A linear response to a change `h` of the spin densities is the sum of the responses
to its two components. -/
theorem response_eq (L : ℝ × ℝ →L[ℝ] ℝ) (h : ℝ × ℝ) :
    L h = h.1 * L (1, 0) + h.2 * L (0, 1) := by
  have e : h = h.1 • ((1, 0) : ℝ × ℝ) + h.2 • ((0, 1) : ℝ × ℝ) := by
    ext <;> simp
  calc L h = L (h.1 • ((1, 0) : ℝ × ℝ) + h.2 • ((0, 1) : ℝ × ℝ)) := congrArg L e
    _ = _ := by rw [map_add, map_smul, map_smul, smul_eq_mul, smul_eq_mul]

/-- The differential of an energy density is `va da + vb db`. -/
theorem IsEnergyDensity.hasFDerivAt {E va vb : ℝ × ℝ → ℝ} (hE : IsEnergyDensity E va vb)
    (p : ℝ × ℝ) : HasFDerivAt E (potentialForm va vb p) p := by
  refine (hE.1 p).hasFDerivAt.congr_fderiv (ContinuousLinearMap.ext fun h => ?_)
  rw [response_eq (fderiv ℝ E p) h, (hE.2 p).1, (hE.2 p).2]
  simp only [potentialForm, add_apply, smul_apply,
    ContinuousLinearMap.coe_fst', ContinuousLinearMap.coe_snd', smul_eq_mul]
  ring

/-- Differentiable spin potentials that come from an energy density have equal
cross derivatives. -/
theorem IsEnergyDensity.cross_eq {E va vb : ℝ × ℝ → ℝ} (hE : IsEnergyDensity E va vb)
    (hva : Differentiable ℝ va) (hvb : Differentiable ℝ vb) (p : ℝ × ℝ) :
    fderiv ℝ va p (0, 1) = fderiv ℝ vb p (1, 0) := by
  have h2 : HasFDerivAt (potentialForm va vb)
      ((fderiv ℝ va p).smulRight (ContinuousLinearMap.fst ℝ ℝ ℝ) +
        (fderiv ℝ vb p).smulRight (ContinuousLinearMap.snd ℝ ℝ ℝ)) p :=
    ((hva p).hasFDerivAt.smul_const _).add ((hvb p).hasFDerivAt.smul_const _)
  -- the second derivative of the energy density is symmetric
  have h := second_derivative_symmetric hE.hasFDerivAt h2 (0, 1) (1, 0)
  simpa using h

end

end CrossEq
```

Lean reports:

```
Main.lean:44:43: error: Application type mismatch: The argument
  HasFDerivAt.smul_const (DifferentiableAt.hasFDerivAt (hvb p)) ?m.205
has type
  @HasFDerivAt ℝ DenselyNormedField.toNontriviallyNormedField (ℝ × ℝ) Prod.normedAddCommGroup.toAddCommGroup
    Prod.normedSpace.toModule PseudoMetricSpace.toUniformSpace.toTopologicalSpace ?m.193
    NormedAddCommGroup.toAddCommGroup NormedSpace.toModule PseudoMetricSpace.toUniformSpace.toTopologicalSpace
    (fun y => vb y • ?m.205) ((fderiv ℝ vb p).smulRight ?m.205) p
but is expected to have type
  @HasFDerivAt ℝ DenselyNormedField.toNontriviallyNormedField (ℝ × ℝ) Prod.normedAddCommGroup.toAddCommGroup
    Prod.normedSpace.toModule PseudoMetricSpace.toUniformSpace.toTopologicalSpace (ℝ × ℝ →L[ℝ] ℝ)
    ContinuousLinearMap.toNormedAddCommGroup.toAddCommGroup ContinuousLinearMap.toNormedSpace.toModule
    PseudoMetricSpace.toUniformSpace.toTopologicalSpace (fun p => vb p • ContinuousLinearMap.snd ℝ ℝ ℝ)
    ((fderiv ℝ vb p).smulRight (ContinuousLinearMap.snd ℝ ℝ ℝ)) p
in the application
  HasFDerivAt.add (HasFDerivAt.smul_const (DifferentiableAt.hasFDerivAt (hva p)) (ContinuousLinearMap.fst ℝ ℝ ℝ))
    (HasFDerivAt.smul_const (DifferentiableAt.hasFDerivAt (hvb p)) ?m.205)
```

Diagnosis. The error is in `h2`, which gives the derivative of `potentialForm va vb` as a sum of two terms. Each term comes from `smul_const`, which differentiates a scalar function times a constant vector. Here the constants are the linear maps `fst` and `snd`, and the attempt wrote both as `_`.

In the message the first constant has been found to be `fst`, but the second is still unknown (`?m.205`), and so is the space it lies in (`?m.193`). Lean had to match this half-determined statement, including the normed-space structure on the unknown space, against the expected one about `ContinuousLinearMap.snd ℝ ℝ ℝ`, and it failed. The derivative formula itself was right.

The repair states the second term separately as `hb`, with `snd` written out. The space and its structure are then settled before `ha.add hb` is formed, and nothing is left to guess. The message reports no fault in the first term, but once that term is moved into `ha`, a `have` with no stated type, `fst` must be written out too: a `_` there would have nothing to determine it.

Fix (accepted with no message):

```diff
@@ -42,5 +42,8 @@
       ((fderiv ℝ va p).smulRight (ContinuousLinearMap.fst ℝ ℝ ℝ) +
         (fderiv ℝ vb p).smulRight (ContinuousLinearMap.snd ℝ ℝ ℝ)) p :=
-    ((hva p).hasFDerivAt.smul_const _).add ((hvb p).hasFDerivAt.smul_const _)
+    by
+      have ha := (hva p).hasFDerivAt.smul_const (ContinuousLinearMap.fst ℝ ℝ ℝ)
+      have hb := (hvb p).hasFDerivAt.smul_const (ContinuousLinearMap.snd ℝ ℝ ℝ)
+      exact ha.add hb
   -- the second derivative of the energy density is symmetric
   have h := second_derivative_symmetric hE.hasFDerivAt h2 (0, 1) (1, 0)
```
